# A projector that commutes with Jz and Jx of a single spin is zero or the identity

The declaration `projector_trivial` concerns a single spin with `n` levels, whose components `Jz` and `Jx` are written as `n` by `n` complex matrices, in units where ħ is 1. It states that a matrix `P` with `P * P = P` that commutes with both components is either zero or the identity, so no projector other than these two respects both; `P` need not be Hermitian. The attempt takes from the earlier theorem `spin_commutant` that `P` is a multiple `c` of the identity. If `c` is zero, then `P` is zero; otherwise `c` can be cancelled from `P * P = P`, which leaves the identity.

As first written in Lean, the proof fails:

```lean
import Mathlib

open Matrix

namespace ProjectorTrivial

noncomputable section

/-- The matrix `Jz` in dimension `n`, diagonal with entries `(n-1)/2 - k` for `k = 0, ..., n-1`. -/
def Jz (n : ℕ) : Matrix (Fin n) (Fin n) ℂ :=
  diagonal fun k => ((n : ℂ) - 1) / 2 - ((k : ℕ) : ℂ)

/-- The raising matrix `J+`, with entries `√(k(n-k))` at the places `(k-1, k)` and zero elsewhere. -/
def Jp (n : ℕ) : Matrix (Fin n) (Fin n) ℂ :=
  of fun i j => if (i : ℕ) + 1 = (j : ℕ) then
    ((Real.sqrt (((j : ℕ) : ℝ) * ((n : ℝ) - ((j : ℕ) : ℝ))) : ℝ) : ℂ) else 0

/-- The lowering matrix `J-`, the conjugate transpose of `J+`. -/
def Jm (n : ℕ) : Matrix (Fin n) (Fin n) ℂ := (Jp n)ᴴ

/-- The spin component `Jx = (J+ + J-)/2`. -/
def Jx (n : ℕ) : Matrix (Fin n) (Fin n) ℂ := (1 / 2 : ℂ) • (Jp n + Jm n)

/-- A matrix commutes with `Jz` exactly when it is diagonal. -/
theorem commute_Jz_iff {n : ℕ} (M : Matrix (Fin n) (Fin n) ℂ) :
    Commute M (Jz n) ↔ ∃ d : Fin n → ℂ, M = diagonal d := by
  constructor
  · intro h
    refine ⟨fun i => M i i, ?_⟩
    ext i j
    rcases eq_or_ne i j with rfl | hij
    · rw [diagonal_apply_eq]
    · rw [diagonal_apply_ne _ hij]
      -- the (i, j) entry of the commutator is (i - j) M i j
      have e := congrFun (congrFun h.eq i) j
      simp only [Jz, mul_diagonal, diagonal_mul] at e
      have e' : (((i : ℕ) : ℂ) - ((j : ℕ) : ℂ)) * M i j = 0 := by
        linear_combination e
      rcases mul_eq_zero.mp e' with h1 | h1
      · exact absurd (Fin.ext (by exact_mod_cast sub_eq_zero.mp h1)) hij
      · exact h1
  · rintro ⟨d, rfl⟩
    change diagonal d * Jz n = Jz n * diagonal d
    rw [Jz, diagonal_mul_diagonal, diagonal_mul_diagonal]
    congr 1
    funext i
    ring

/-- A diagonal matrix that commutes with a matrix `A` is a multiple of the identity, if all
entries of `A` just above the diagonal are non-zero. -/
theorem scalar_of_linked {n : ℕ} (d : Fin n → ℂ) (A : Matrix (Fin n) (Fin n) ℂ)
    (hA : ∀ i j : Fin n, (i : ℕ) + 1 = (j : ℕ) → A i j ≠ 0)
    (h : Commute (diagonal d) A) :
    ∃ c : ℂ, diagonal d = c • (1 : Matrix (Fin n) (Fin n) ℂ) := by
  -- neighbouring levels carry the same value
  have step : ∀ i j : Fin n, (i : ℕ) + 1 = (j : ℕ) → d i = d j := by
    intro i j hij
    have e := congrFun (congrFun h.eq i) j
    simp only [mul_diagonal, diagonal_mul] at e
    exact mul_right_cancel₀ (hA i j hij) (by linear_combination e)
  rcases n with _ | n
  · exact ⟨0, by ext i; exact i.elim0⟩
  · -- climb the ladder from the first level
    have all : ∀ (k : ℕ) (hk : k < n + 1), d ⟨k, hk⟩ = d 0 := by
      intro k
      induction k with
      | zero => intro hk; rfl
      | succ k ih =>
        intro hk
        exact (step ⟨k, by omega⟩ ⟨k + 1, hk⟩ rfl).symm.trans (ih (by omega))
    refine ⟨d 0, ?_⟩
    ext i j
    rcases eq_or_ne i j with rfl | hij
    · simpa using all i.1 i.2
    · simp [hij]

/-- The raising matrix links every pair of neighbouring levels with a non-zero entry. -/
theorem Jp_ne_zero {n : ℕ} (i j : Fin n) (h : (i : ℕ) + 1 = (j : ℕ)) : Jp n i j ≠ 0 := by
  have h1 : (0 : ℝ) < ((j : ℕ) : ℝ) := by
    exact_mod_cast (by omega : 0 < (j : ℕ))
  have h2 : ((j : ℕ) : ℝ) < (n : ℝ) := by exact_mod_cast j.2
  simp only [Jp, of_apply, if_pos h]
  exact Complex.ofReal_ne_zero.mpr (Real.sqrt_pos.mpr (mul_pos h1 (sub_pos.mpr h2))).ne'

/-- The component `Jx` links every pair of neighbouring levels with a non-zero entry. -/
theorem Jx_ne_zero {n : ℕ} (i j : Fin n) (h : (i : ℕ) + 1 = (j : ℕ)) : Jx n i j ≠ 0 := by
  have h0 : Jp n j i = 0 := by
    simp only [Jp, of_apply]
    exact if_neg (by omega)
  simp [Jx, Jm, h0, Jp_ne_zero i j h]

/-- Only multiples of the identity commute with `Jz`, `J+` and `J-`; commuting with `Jz` and `J+`,
or with `Jz` and `Jx`, is already equivalent to being such a multiple. -/
theorem spin_commutant {n : ℕ} (M : Matrix (Fin n) (Fin n) ℂ) :
    List.TFAE [
      Commute M (Jz n) ∧ Commute M (Jp n) ∧ Commute M (Jm n),
      Commute M (Jz n) ∧ Commute M (Jp n),
      Commute M (Jz n) ∧ Commute M (Jx n),
      ∃ c : ℂ, M = c • (1 : Matrix (Fin n) (Fin n) ℂ)] := by
  have hs : ∀ (c : ℂ) (A : Matrix (Fin n) (Fin n) ℂ),
      Commute (c • (1 : Matrix (Fin n) (Fin n) ℂ)) A :=
    fun c A => (Commute.one_left A).smul_left c
  tfae_have 1 → 2 := fun h => ⟨h.1, h.2.1⟩
  tfae_have 2 → 4 := by
    rintro ⟨hz, hp⟩
    obtain ⟨d, rfl⟩ := (commute_Jz_iff M).mp hz
    exact scalar_of_linked d (Jp n) Jp_ne_zero hp
  tfae_have 3 → 4 := by
    rintro ⟨hz, hx⟩
    obtain ⟨d, rfl⟩ := (commute_Jz_iff M).mp hz
    exact scalar_of_linked d (Jx n) Jx_ne_zero hx
  tfae_have 4 → 1 := by
    rintro ⟨c, rfl⟩
    exact ⟨hs c _, hs c _, hs c _⟩
  tfae_have 4 → 3 := by
    rintro ⟨c, rfl⟩
    exact ⟨hs c _, hs c _⟩
  tfae_finish

/-- A projector (idempotent matrix) that commutes with `Jz` and `Jx` is zero or the identity. -/
theorem projector_trivial {n : ℕ} (P : Matrix (Fin n) (Fin n) ℂ) (hP : P * P = P)
    (hz : Commute P (Jz n)) (hx : Commute P (Jx n)) : P = 0 ∨ P = 1 := by
  obtain ⟨c, rfl⟩ := ((spin_commutant P).out 2 3).mp ⟨hz, hx⟩
  by_cases hc : c = 0
  · left
    rw [hc, zero_smul]
  · right
    rw [smul_mul_assoc, one_mul] at hP
    exact smul_right_injective _ hc hP

end

end ProjectorTrivial
```

Lean reports:

```
Main.lean:123:53: error: Invalid `⟨...⟩` notation: The expected type of this term could not be determined
```

This version goes through:

```diff
@@ -121,5 +121,7 @@
 theorem projector_trivial {n : ℕ} (P : Matrix (Fin n) (Fin n) ℂ) (hP : P * P = P)
     (hz : Commute P (Jz n)) (hx : Commute P (Jx n)) : P = 0 ∨ P = 1 := by
-  obtain ⟨c, rfl⟩ := ((spin_commutant P).out 2 3).mp ⟨hz, hx⟩
+  have hs : (Commute P (Jz n) ∧ Commute P (Jx n)) ↔
+      ∃ c : ℂ, P = c • (1 : Matrix (Fin n) (Fin n) ℂ) := (spin_commutant P).out 2 3
+  obtain ⟨c, rfl⟩ := hs.mp ⟨hz, hx⟩
   by_cases hc : c = 0
   · left
```

What went wrong. The message says that Lean did not know which type the pair `⟨hz, hx⟩` was meant to have. Such brackets can only be read once the expected type is known, since that type decides which constructor they stand for.

Here the type should have come from `(spin_commutant P).out 2 3`, the equivalence between the third and fourth statements of the list (counting starts at zero). But `out` leaves the two sides of its equivalence as unknowns, to be filled in by default proofs that look up the entries in the list. These proofs run only after the rest of the term has been read, so when Lean reached the brackets, the left side was still unknown.

The repair writes the equivalence out in full as `hs`. Both sides are then known from the start, and the lookups only have to confirm that they match the list. In `hs.mp ⟨hz, hx⟩` the expected type is plainly a conjunction, and the brackets can be read as a proof of it.
